# A spin-one model with site weight \(2^{-s^2}\) as an Ising model with two spins per site

## Two spins per site as a graph

The lattice with two Ising spins on every site is treated here as a graph in its own right. Its vertices are pairs \((i,a)\) of a site \(i\) and a label \(a\in\{0,1\}\), and two vertices are joined exactly when their sites are adjacent. The spin-one model and the Ising model then share one definition of the bond energy and one definition of the Boltzmann factor, applied to two different graphs. Since no site is adjacent to itself, the two spins on a site are not coupled to each other.

Let \(G\) be a finite simple graph with \(N\) sites. For real values \(m_i\) on the sites, put

\[
B_G(m)=\sum_{\{i,j\}\in E(G)} m_i m_j,\qquad
W_{G,K,h}(m)=\exp\Bigl(K B_G(m)+\sum_i h_i m_i\Bigr).
\]

The coupling \(K\) and the fields \(h_i\) are in units of the temperature, and \(K>0\) favours parallel spins. Write \(G_2\) for the graph with two vertices per site. Its Ising spins are \(\sigma_{i,a}=\pm1\).

## The identity and the weight in it

The spin-one partition function, with \(s_i\in\{-1,0,1\}\), is

\[
Z_1(K,h)=\sum_{s}2^{-\sum_i s_i^2}\,W_{G,K,h}(s).
\]

The claim is that

\[
Z_1(K,h)=2^{-N}\sum_{\sigma}W_{G_2,K/4,h/2}(\sigma),
\]

where both spins on site \(i\) feel the field \(h_i/2\). Setting \(h=0\) gives the identity without a field.

The weight \(2^{-s^2}\) gives the state \(s=0\) twice the weight of \(s=1\) or \(s=-1\). It amounts to a crystal-field term \(e^{-Ds^2}\) with \(D=\log 2\). As \(D\) is an energy divided by \(k_BT\), a fixed positive crystal-field energy has this value at exactly one temperature, and a zero or negative one has it at no positive temperature. For other values of \(D\), the two spins on a site acquire a coupling, derived below.

For classical spins on a finite graph with this weight, an Ising simulation of the doubled lattice also yields the averages of the spin-one model: one replaces the two spins on each site by their mean.

## Derivation

**Counting pairs.** The mean \(m_i=(\sigma_{i,0}+\sigma_{i,1})/2\) takes the values \(-1,0,1\). The values \(\pm1\) each arise from one pair of spins, and \(0\) arises from two. The number of pairs with mean \(s\) is therefore

\[
n(s)=2\cdot 2^{-s^2}.
\]

**Summing over configurations.** The pairs on different sites are chosen independently, so a spin-one configuration \(s\) arises from \(\prod_i n(s_i)=2^N2^{-\sum_i s_i^2}\) Ising configurations. For any function \(F\) of the site means,

\[
\sum_\sigma F(m(\sigma))=2^N\sum_s 2^{-\sum_i s_i^2}F(s).
\]

**Comparing energies.** Each edge \(\{i,j\}\) of \(G\) gives four edges of \(G_2\), which contribute

\[
(\sigma_{i,0}+\sigma_{i,1})(\sigma_{j,0}+\sigma_{j,1})=4m_im_j .
\]

Hence \(B_{G_2}(\sigma)=4B_G(m)\), and the coupling \(K/4\) restores \(K B_G(m)\). The field term is \(\tfrac{h_i}{2}(\sigma_{i,0}+\sigma_{i,1})=h_im_i\). The Boltzmann factors agree configuration by configuration:

\[
W_{G_2,K/4,h/2}(\sigma)=W_{G,K,h}(m(\sigma)).
\]

**Partition function and averages.** Taking \(F=W_{G,K,h}\) in the summation formula gives the claim. Taking \(F=W_{G,K,h}A\) for an observable \(A\) gives the numerator of its thermal average with the same factor \(2^N\), which cancels in the quotient. The averages of \(A(s)\) and \(A(m(\sigma))\) are thus equal.

**General crystal field.** Because \(\sigma_{i,a}^2=1\),

\[
m_i^2=\tfrac12\bigl(1+\sigma_{i,0}\sigma_{i,1}\bigr).
\]

Write \(e^{-D\sum_i s_i^2}=2^{-\sum_i s_i^2}e^{(\log2-D)\sum_i s_i^2}\) and take \(F(m)=W_{G,K,h}(m)\,e^{(\log 2-D)\sum_i m_i^2}\). The summation formula then gives

\[
\sum_s W_{G,K,h}(s)\,e^{-D\sum_i s_i^2}
=2^{-N}e^{N(\log2-D)/2}\sum_\sigma W_{G_2,K/4,h/2}(\sigma)\,
e^{\frac{\log2-D}{2}\sum_i\sigma_{i,0}\sigma_{i,1}} .
\]

The left side is the Blume–Capel partition function. The coupling within a site favours parallel spins for \(D<\log2\), vanishes at \(D=\log2\), and favours antiparallel spins for \(D>\log2\).

## The statements in Lean

The sites form a finite type `V`, and \(N\) is `Fintype.card V`. A configuration is a function from sites to labels, `V → Fin 3` for spin one and `V × Fin 2 → Fin 2` for the doubled Ising model. The functions `spinOne` and `isingSpin` turn labels into the real values \(-1,0,1\) and \(-1,1\).

The graph \(G_2\) is `doubled G`, \(B_G\) is `bondSum` and \(W\) is `boltzmann`. The bond sum runs over ordered adjacent pairs and is halved, so each edge counts once. The site means are `siteMean`.

- `spinOneZ_eq_isingZ` is the identity between partition functions, for every real `K` and every site-dependent field `h`.
- `average_eq` is the equality of averages, for every real function `A` of the site values. Both denominators are sums of positive terms, so the quotients are genuine averages.
- `blumeCapel_eq_ising` is the identity for an arbitrary real crystal field `D`, uniform over the sites. It concerns the partition function alone.

The spins are classical variables, without transverse terms. All edges carry the same coupling, and the spin-one interaction is bilinear, with no \(s_i^2s_j^2\) term. The graph is finite, and no thermodynamic limit is taken.

## The complete file

```lean
import Mathlib

open Finset

namespace SpinOneDoubledIsing

noncomputable section

/-- The value `-1` or `1` of an Ising spin in the state labelled `0` or `1`. -/
def isingSpin (a : Fin 2) : ℝ := 2 * ((a : ℕ) : ℝ) - 1

/-- The value `-1`, `0` or `1` of a spin-one variable in the state labelled `0`, `1` or `2`. -/
def spinOne (k : Fin 3) : ℝ := ((k : ℕ) : ℝ) - 1

/-- The spin-one state formed by two Ising spins on the same site. -/
def merge (a b : Fin 2) : Fin 3 := ⟨a.val + b.val, by omega⟩

/-- The sum of `m i * m j` over the edges of a graph, written as half the sum over ordered
adjacent pairs. -/
def bondSum {W : Type*} [Fintype W] (G : SimpleGraph W) [DecidableRel G.Adj]
    (m : W → ℝ) : ℝ :=
  (∑ i, ∑ j, if G.Adj i j then m i * m j else 0) / 2

/-- The Boltzmann factor of the spin values `m` with coupling `K` on the edges and local
fields `h`, both in units of the temperature. -/
def boltzmann {W : Type*} [Fintype W] (G : SimpleGraph W) [DecidableRel G.Adj]
    (K : ℝ) (h : W → ℝ) (m : W → ℝ) : ℝ :=
  Real.exp (K * bondSum G m + ∑ i, h i * m i)

/-- The lattice with two spins per site, in which all spins on adjacent sites are joined. -/
def doubled {V : Type*} (G : SimpleGraph V) : SimpleGraph (V × Fin 2) :=
  G.comap Prod.fst

instance {V : Type*} (G : SimpleGraph V) [DecidableRel G.Adj] :
    DecidableRel (doubled G).Adj :=
  fun x y => inferInstanceAs (Decidable (G.Adj x.1 y.1))

/-- The mean of the two spin values on each site of the doubled lattice. -/
def siteMean {V : Type*} (m : V × Fin 2 → ℝ) (i : V) : ℝ := (m (i, 0) + m (i, 1)) / 2

variable {V : Type*} [Fintype V] [DecidableEq V]

/-- The Ising partition function on a finite graph, with local fields. -/
def isingZ (G : SimpleGraph V) [DecidableRel G.Adj] (K : ℝ) (h : V → ℝ) : ℝ :=
  ∑ σ : V → Fin 2, boltzmann G K h (fun i => isingSpin (σ i))

/-- The spin-one partition function in which each configuration carries the additional
weight `2 ^ (-∑ s_i ^ 2)`. -/
def spinOneZ (G : SimpleGraph V) [DecidableRel G.Adj] (K : ℝ) (h : V → ℝ) : ℝ :=
  ∑ s : V → Fin 3, (2 : ℝ) ^ (-∑ i, spinOne (s i) ^ 2) *
    boltzmann G K h (fun i => spinOne (s i))

/-- The spin-one value formed by two Ising spins is their mean. -/
theorem spinOne_merge (a b : Fin 2) :
    spinOne (merge a b) = (isingSpin a + isingSpin b) / 2 := by
  simp only [spinOne, merge, isingSpin]
  push_cast
  ring

/-- The number of Ising pairs that form the spin-one value `s` is `2 * 2 ^ (-s ^ 2)`. -/
theorem pair_count (k : Fin 3) :
    (∑ p : Fin 2 → Fin 2, if k = merge (p 0) (p 1) then (1 : ℝ) else 0) =
      2 * (2 : ℝ) ^ (-spinOne k ^ 2) := by
  have c : (∑ p : Fin 2 → Fin 2, if k = merge (p 0) (p 1) then (1 : ℕ) else 0) =
      if k = 1 then 2 else 1 := by
    revert k
    decide
  have h : ((∑ p : Fin 2 → Fin 2, if k = merge (p 0) (p 1) then (1 : ℕ) else 0 : ℕ) : ℝ) =
      2 * (2 : ℝ) ^ (-spinOne k ^ 2) := by
    rw [c]
    fin_cases k <;> norm_num [spinOne]
  simpa only [Nat.cast_sum, Nat.cast_ite, Nat.cast_one, Nat.cast_zero] using h

/-- Summing any function of the site means over all Ising configurations of the doubled
lattice gives `2 ^ N` times its weighted sum over spin-one configurations. -/
theorem sum_doubled (F : (V → ℝ) → ℝ) :
    ∑ σ : V × Fin 2 → Fin 2, F (siteMean fun x => isingSpin (σ x)) =
      2 ^ Fintype.card V * ∑ s : V → Fin 3,
        (2 : ℝ) ^ (-∑ i, spinOne (s i) ^ 2) * F (fun i => spinOne (s i)) := by
  calc
    _ = ∑ p : V → Fin 2 → Fin 2, F (fun i => spinOne (merge (p i 0) (p i 1))) := by
      refine Eq.trans ?_ ((Equiv.curry V (Fin 2) (Fin 2)).sum_comp
        (fun p : V → Fin 2 → Fin 2 => F (fun i => spinOne (merge (p i 0) (p i 1)))))
      refine sum_congr rfl fun σ _ => congrArg F (funext fun i => ?_)
      exact (spinOne_merge _ _).symm
    -- insert the spin-one configuration that the pairs form
    _ = ∑ p : V → Fin 2 → Fin 2, ∑ s : V → Fin 3,
        (∏ i, if s i = merge (p i 0) (p i 1) then (1 : ℝ) else 0) *
          F (fun i => spinOne (s i)) := by
      refine sum_congr rfl fun p _ => ?_
      symm
      rw [sum_eq_single (fun i => merge (p i 0) (p i 1))]
      · simp
      · intro s _ hs
        obtain ⟨i, hi⟩ := Function.ne_iff.mp hs
        rw [prod_eq_zero (mem_univ i) (if_neg hi), zero_mul]
      · intro hn
        exact absurd (mem_univ _) hn
    -- the number of preimages factorises over the sites
    _ = ∑ s : V → Fin 3,
        (∏ i, ∑ q : Fin 2 → Fin 2, if s i = merge (q 0) (q 1) then (1 : ℝ) else 0) *
          F (fun i => spinOne (s i)) := by
      rw [sum_comm]
      refine sum_congr rfl fun s _ => ?_
      rw [← sum_mul, prod_univ_sum, Fintype.piFinset_univ]
    _ = _ := by
      rw [mul_sum]
      refine sum_congr rfl fun s _ => ?_
      have hw : (2 : ℝ) ^ (-∑ i, spinOne (s i) ^ 2) =
          ∏ i, (2 : ℝ) ^ (-spinOne (s i) ^ 2) := by
        rw [← sum_neg_distrib, Real.rpow_sum_of_pos two_pos]
      rw [prod_congr rfl fun i _ => pair_count (s i), prod_mul_distrib, prod_const,
        card_univ, hw, mul_assoc]

omit [DecidableEq V] in
/-- The bond sum on the doubled lattice is four times the bond sum of the site means. -/
theorem bondSum_doubled (G : SimpleGraph V) [DecidableRel G.Adj] (m : V × Fin 2 → ℝ) :
    bondSum (doubled G) m = 4 * bondSum G (siteMean m) := by
  have hadj : ∀ x y, (if (doubled G).Adj x y then m x * m y else 0) =
      if G.Adj x.1 y.1 then m x * m y else 0 := fun _ _ => if_congr Iff.rfl rfl rfl
  have key : (∑ x, ∑ y, if (doubled G).Adj x y then m x * m y else 0) =
      4 * ∑ i, ∑ j, if G.Adj i j then siteMean m i * siteMean m j else 0 := by
    simp only [hadj, Fintype.sum_prod_type, Fin.sum_univ_two, mul_sum, ← sum_add_distrib]
    refine sum_congr rfl fun i _ => sum_congr rfl fun j _ => ?_
    unfold siteMean
    split_ifs <;> ring
  unfold bondSum
  rw [key]
  ring

omit [DecidableEq V] in
/-- With coupling `K / 4` and fields `h / 2`, the doubled lattice has the Boltzmann factor
of its site means at coupling `K` and fields `h`. -/
theorem boltzmann_doubled (G : SimpleGraph V) [DecidableRel G.Adj] (K : ℝ) (h : V → ℝ)
    (m : V × Fin 2 → ℝ) :
    boltzmann (doubled G) (K / 4) (fun x => h x.1 / 2) m = boltzmann G K h (siteMean m) := by
  have field : ∑ x : V × Fin 2, h x.1 / 2 * m x = ∑ i, h i * siteMean m i := by
    rw [Fintype.sum_prod_type]
    refine sum_congr rfl fun i _ => ?_
    rw [Fin.sum_univ_two]
    unfold siteMean
    ring
  simp only [boltzmann, bondSum_doubled, field]
  congr 1
  ring

/-- The weighted spin-one partition function on `N` sites is `2 ^ (-N)` times the Ising
partition function of the doubled lattice with coupling `K / 4` and fields `h / 2`. -/
theorem spinOneZ_eq_isingZ (G : SimpleGraph V) [DecidableRel G.Adj] (K : ℝ) (h : V → ℝ) :
    spinOneZ G K h = ((2 : ℝ) ^ Fintype.card V)⁻¹ *
      isingZ (doubled G) (K / 4) (fun x => h x.1 / 2) := by
  unfold isingZ spinOneZ
  simp_rw [boltzmann_doubled]
  rw [sum_doubled (boltzmann G K h), inv_mul_cancel_left₀ (pow_ne_zero _ two_ne_zero)]

/-- The thermal average of any observable of the weighted spin-one model equals the Ising
average of the same observable evaluated on the site means. -/
theorem average_eq (G : SimpleGraph V) [DecidableRel G.Adj] (K : ℝ) (h : V → ℝ)
    (A : (V → ℝ) → ℝ) :
    (∑ s : V → Fin 3, (2 : ℝ) ^ (-∑ i, spinOne (s i) ^ 2) *
      (boltzmann G K h (fun i => spinOne (s i)) * A (fun i => spinOne (s i)))) /
        spinOneZ G K h =
    (∑ σ : V × Fin 2 → Fin 2,
      boltzmann (doubled G) (K / 4) (fun x => h x.1 / 2) (fun x => isingSpin (σ x)) *
        A (siteMean fun x => isingSpin (σ x))) /
          isingZ (doubled G) (K / 4) (fun x => h x.1 / 2) := by
  have e1 := sum_doubled (fun m : V → ℝ => boltzmann G K h m * A m)
  beta_reduce at e1
  unfold isingZ spinOneZ
  simp_rw [boltzmann_doubled]
  rw [e1, sum_doubled (boltzmann G K h), mul_div_mul_left _ _ (pow_ne_zero _ two_ne_zero)]

/-- The Blume–Capel partition function with crystal field `D` is, up to an explicit factor,
that of the doubled Ising lattice with coupling `(log 2 - D) / 2` between the two spins on
each site. -/
theorem blumeCapel_eq_ising (G : SimpleGraph V) [DecidableRel G.Adj] (K D : ℝ)
    (h : V → ℝ) :
    ∑ s : V → Fin 3, boltzmann G K h (fun i => spinOne (s i)) *
      Real.exp (-D * ∑ i, spinOne (s i) ^ 2) =
    ((2 : ℝ) ^ Fintype.card V)⁻¹ * Real.exp (Fintype.card V * (Real.log 2 - D) / 2) *
      ∑ σ : V × Fin 2 → Fin 2,
        boltzmann (doubled G) (K / 4) (fun x => h x.1 / 2) (fun x => isingSpin (σ x)) *
          Real.exp ((Real.log 2 - D) / 2 *
            ∑ i, isingSpin (σ (i, 0)) * isingSpin (σ (i, 1))) := by
  have one : ∀ a : Fin 2, isingSpin a ^ 2 = 1 := by
    intro a
    fin_cases a <;> norm_num [isingSpin]
  -- the square of the site mean is a coupling within the site
  have sq : ∀ σ : V × Fin 2 → Fin 2, ∑ i, siteMean (fun x => isingSpin (σ x)) i ^ 2 =
      (Fintype.card V + ∑ i, isingSpin (σ (i, 0)) * isingSpin (σ (i, 1))) / 2 := by
    intro σ
    have hi : ∀ i, siteMean (fun x => isingSpin (σ x)) i ^ 2 =
        1 / 2 + 1 / 2 * (isingSpin (σ (i, 0)) * isingSpin (σ (i, 1))) := by
      intro i
      unfold siteMean
      linear_combination (1 / 4) * one (σ (i, 0)) + (1 / 4) * one (σ (i, 1))
    simp only [hi, sum_add_distrib, ← mul_sum, sum_const, card_univ, nsmul_eq_mul]
    ring
  have e := sum_doubled (fun m : V → ℝ =>
    boltzmann G K h m * Real.exp ((Real.log 2 - D) * ∑ i, m i ^ 2))
  beta_reduce at e
  have hs : ∀ s : V → Fin 3, (2 : ℝ) ^ (-∑ i, spinOne (s i) ^ 2) *
      (boltzmann G K h (fun i => spinOne (s i)) *
        Real.exp ((Real.log 2 - D) * ∑ i, spinOne (s i) ^ 2)) =
      boltzmann G K h (fun i => spinOne (s i)) *
        Real.exp (-D * ∑ i, spinOne (s i) ^ 2) := by
    intro s
    rw [Real.rpow_def_of_pos two_pos, mul_left_comm, ← Real.exp_add]
    congr 2
    ring
  have hσ : ∀ σ : V × Fin 2 → Fin 2,
      boltzmann G K h (siteMean fun x => isingSpin (σ x)) *
        Real.exp ((Real.log 2 - D) * ∑ i, siteMean (fun x => isingSpin (σ x)) i ^ 2) =
      Real.exp (Fintype.card V * (Real.log 2 - D) / 2) *
        (boltzmann (doubled G) (K / 4) (fun x => h x.1 / 2) (fun x => isingSpin (σ x)) *
          Real.exp ((Real.log 2 - D) / 2 *
            ∑ i, isingSpin (σ (i, 0)) * isingSpin (σ (i, 1)))) := by
    intro σ
    rw [boltzmann_doubled, sq, mul_left_comm, ← Real.exp_add]
    congr 2
    ring
  simp only [hσ, hs, ← mul_sum] at e
  rw [mul_assoc, e, inv_mul_cancel_left₀ (pow_ne_zero _ two_ne_zero)]

end

end SpinOneDoubledIsing
```

```lean
#print axioms SpinOneDoubledIsing.spinOneZ_eq_isingZ
#print axioms SpinOneDoubledIsing.average_eq
#print axioms SpinOneDoubledIsing.blumeCapel_eq_ising
```

```
'SpinOneDoubledIsing.spinOneZ_eq_isingZ' depends on axioms: [propext, Classical.choice, Quot.sound]
'SpinOneDoubledIsing.average_eq' depends on axioms: [propext, Classical.choice, Quot.sound]
'SpinOneDoubledIsing.blumeCapel_eq_ising' depends on axioms: [propext, Classical.choice, Quot.sound]
```

## How the proof follows the derivation

**Pairs.** `merge` adds the labels of two Ising spins to give a spin-one label, and `spinOne_merge` checks that its value is the mean of the two spins. `pair_count` is the formula for \(n(s)\). It writes the count as a sum of ones and zeros over all pairs. In the natural numbers `decide` settles the three cases by enumeration, and the result is then carried over to the reals and compared with the power of two.

**The summation formula.** `sum_doubled` carries the main argument, in four steps:

1. A configuration on `V × Fin 2` is regrouped by `Equiv.curry` into one pair of spins per site.
2. A sum over spin-one configurations is inserted, with a product of indicators that selects the one formed by the pairs. `sum_eq_single` confirms that only this term survives.
3. The two sums are exchanged, and `prod_univ_sum` turns the sum over all choices of pairs into a product of single-site sums. This is the independence of the sites.
4. `pair_count` evaluates each factor, and the powers of two are collected into \(2^N2^{-\sum_i s_i^2}\).

**Energies.** `bondSum_doubled` splits each sum over vertices of the doubled lattice into a sum over sites and a sum over the two labels. What remains for each pair of sites is the product expansion above, which `ring` closes. `boltzmann_doubled` adds the field term and combines the factors \(K/4\) and \(4\).

**The three results.** `spinOneZ_eq_isingZ` rewrites the Ising Boltzmann factors as functions of the site means, applies `sum_doubled` and cancels \(2^N\). `average_eq` applies `sum_doubled` to the numerator and to the denominator, and `mul_div_mul_left` removes the common factor.

In `blumeCapel_eq_ising`, the step `sq` is the formula for \(m_i^2\) summed over the sites. It is obtained from \(\sigma_{i,a}^2=1\) by `linear_combination`. The step `hs` merges \(2^{-\sum_i s_i^2}\) with the exponential to leave \(e^{-D\sum_i s_i^2}\). The step `hσ` separates the constant \(e^{N(\log2-D)/2}\) from the coupling within the sites. Substituting both into `sum_doubled` gives the stated identity.
